# Every Gaussian exponent admits exactly one amplitude that fits a given lowest level on a finite grid

To fit a one-Gaussian potential to a reference energy, one can fix the exponent and adjust the amplitude by root-finding until the lowest eigenvalue matches. For one particle on a finite grid, with the Gaussian acting as a local potential, this search always has exactly one solution. The lowest energy alone therefore cannot select the exponent.

## Raising the potential raises the level

Let $H_0$ be a real symmetric matrix on a nonempty finite grid with radii $r_i$. For an exponent $a>0$ and an amplitude $A$, set
$$H(A)=H_0+A\,\mathrm{diag}(g_i),\qquad g_i=e^{-ar_i^2}.$$
The claim is that for every real $E$ exactly one $A$ makes $E$ the lowest eigenvalue of $H(A)$.

**A lowest eigenvalue exists.** For a real symmetric $H$, the continuous function $x\cdot Hx$ has a minimum $\varepsilon$ on the compact unit sphere, attained at some $x$. Rescaling gives $\varepsilon\,y\cdot y\le y\cdot Hy$ for all $y$. Let $d=Hx-\varepsilon x$ and $K=d\cdot Hd-\varepsilon\,d\cdot d\ge0$. Since $d\cdot Hx-\varepsilon\,d\cdot x=d\cdot d$, inserting $y=x+td$ gives
$$0\le 2t\,d\cdot d+t^2K .$$
If $d\ne0$, take $t=-u$ with $u=d\cdot d/(K+1)$. The right side becomes $-u\,d\cdot d-u^2<0$, a contradiction. So $Hx=\varepsilon x$. If $Hy=\mu y$ with $y\neq0$, the bound gives $\varepsilon\le\mu$.

**Two potentials compared.** Let $\varepsilon[u]$ be the lowest eigenvalue of $H_0+\mathrm{diag}(u)$. Suppose $u_i+c\le v_i$ everywhere, and let $x$ be a normalised ground state for $v$. Then
$$\varepsilon[u]+c\le x\cdot H_0x+\sum_i(u_i+c)x_i^2\le x\cdot H_0x+\sum_i v_ix_i^2=\varepsilon[v].$$
If $u_i<v_i$ everywhere, $c=\min_i(v_i-u_i)>0$ makes the increase strict.

**The amplitude.** Write $\lambda(A)=\varepsilon[Ag]$.

- Since $0<g_i\le1$, we have $Ag_i-|A-B|\le Bg_i$, so $\lambda(A)-\lambda(B)\le|A-B|$. Exchanging $A$ and $B$ gives continuity.
- If $A<B$, then $Ag_i<Bg_i$ everywhere, so $\lambda(A)<\lambda(B)$.
- With $m=\min_i g_i>0$, $\lambda(A)\ge\varepsilon[0]+Am$ for $A\ge0$, and $\lambda(A)\le\varepsilon[0]+Am$ for $A\le0$. Hence $\lambda\to\pm\infty$ with $A$.

The intermediate value theorem supplies an amplitude, and strict monotonicity makes it unique.

**Ordering of the fits.** Let $A$ and $B$ fit the same $E>\varepsilon[0]$ with exponents $a<b$, and let no $r_i$ vanish. If $A\le0$, the potential is nowhere positive and $E\le\varepsilon[0]$, a contradiction. If $B\le A$, then
$$Be^{-br_i^2}\le Ae^{-br_i^2}<Ae^{-ar_i^2}$$
everywhere, which gives $E<E$. So $0<A<B$.

## The grid Hamiltonian in Lean

The type `n` indexes the grid points, and a wavefunction is a function `n → ℝ`.

```lean
import Mathlib

open Matrix Filter

namespace EnergyConsistentPotential

noncomputable section

variable {n : Type*} [Fintype n]
```

An energy level is a real eigenvalue with a nonzero real eigenvector.

```lean
/-- The energy levels of a real matrix Hamiltonian: its real eigenvalues. -/
def levels (H : Matrix n n ℝ) : Set ℝ :=
  {μ | ∃ x : n → ℝ, x ≠ 0 ∧ H *ᵥ x = μ • x}
```

The lowest level is defined as an infimum; `lowestLevel_spec` below shows that it is attained for symmetric matrices on a nonempty grid.

```lean
/-- The infimum of the energy levels, for a real symmetric Hamiltonian on a nonempty grid. -/
def lowestLevel (H : Matrix n n ℝ) : ℝ := sInf (levels H)

/-- A nonzero real wavefunction has positive squared norm. -/
theorem norm_pos {x : n → ℝ} (hx : x ≠ 0) : 0 < x ⬝ᵥ x := by
  obtain ⟨i, hi⟩ := Function.ne_iff.mp hx
  exact Finset.sum_pos' (fun j _ => mul_self_nonneg (x j))
    ⟨i, Finset.mem_univ i, mul_self_pos.mpr hi⟩
```

In `pseudoH`, `H0` is an arbitrary matrix; the theorems add symmetry through `IsSymm`. It may contain kinetic energy and any fixed potential. The radii are arbitrary real numbers, and units are left open.

```lean
variable [DecidableEq n]

/-- The Hamiltonian `H0` on a grid with radii `r i`, plus a Gaussian potential of
amplitude `A` and exponent `a`. -/
def pseudoH (H0 : Matrix n n ℝ) (r : n → ℝ) (a A : ℝ) : Matrix n n ℝ :=
  H0 + Matrix.diagonal (fun i => A * Real.exp (-a * r i ^ 2))
```

## The variational bound and the comparison

The next proof follows the sphere argument, with `E` for $\varepsilon$. `hmin` is the rescaled bound, `ht` the quadratic inequality in $t$, and the final `nlinarith` inserts $t=-u$.

```lean
/-- A real symmetric Hamiltonian on a nonempty grid has an eigenvector whose eigenvalue
bounds the energy expectation value of every normalised wavefunction from below. -/
theorem exists_ground_state [Nonempty n] {H : Matrix n n ℝ} (hH : H.IsSymm) :
    ∃ (E : ℝ) (x : n → ℝ), x ≠ 0 ∧ H *ᵥ x = E • x ∧
      ∀ y : n → ℝ, E * (y ⬝ᵥ y) ≤ y ⬝ᵥ (H *ᵥ y) := by
  -- the unit sphere is compact, so the energy has a minimiser on it
  have hc1 : Continuous fun x : n → ℝ => x ⬝ᵥ x :=
    continuous_finsetSum _ fun i _ => (continuous_apply i).mul (continuous_apply i)
  have hc2 : Continuous fun x : n → ℝ => x ⬝ᵥ (H *ᵥ x) := by
    change Continuous fun x : n → ℝ => ∑ i, x i * ∑ j, H i j * x j
    exact continuous_finsetSum _ fun i _ => (continuous_apply i).mul
      (continuous_finsetSum _ fun j _ => continuous_const.mul (continuous_apply j))
  have hS : IsCompact {x : n → ℝ | x ⬝ᵥ x = 1} := by
    refine IsCompact.of_isClosed_subset
      (isCompact_Icc (a := fun _ : n => (-1 : ℝ)) (b := fun _ : n => (1 : ℝ)))
      (isClosed_eq hc1 continuous_const) ?_
    intro x hx
    have hx' : ∑ i, x i * x i = 1 := hx
    have hi : ∀ i, x i * x i ≤ 1 := fun i => by
      rw [← hx']
      exact Finset.single_le_sum (f := fun j => x j * x j)
        (fun j _ => mul_self_nonneg (x j)) (Finset.mem_univ i)
    exact ⟨fun i => by nlinarith [hi i], fun i => by nlinarith [hi i]⟩
  obtain ⟨k⟩ := ‹Nonempty n›
  obtain ⟨x, hx, hxmin⟩ := hS.exists_isMinOn
    ⟨Pi.single k 1, by simp⟩ hc2.continuousOn
  have hx1 : x ⬝ᵥ x = 1 := hx
  obtain ⟨E, hE⟩ : ∃ E, E = x ⬝ᵥ (H *ᵥ x) := ⟨_, rfl⟩
  -- rescaling extends the bound to all wavefunctions
  have hmin : ∀ y : n → ℝ, E * (y ⬝ᵥ y) ≤ y ⬝ᵥ (H *ᵥ y) := by
    intro y
    by_cases hy0 : y = 0
    · simp [hy0]
    have hy := norm_pos hy0
    obtain ⟨c, hc⟩ : ∃ c : ℝ, c * c * (y ⬝ᵥ y) = 1 :=
      ⟨(Real.sqrt (y ⬝ᵥ y))⁻¹, by
        rw [← mul_inv, Real.mul_self_sqrt hy.le, inv_mul_cancel₀ hy.ne']⟩
    have hz : (c • y) ⬝ᵥ (c • y) = 1 := by
      rw [smul_dotProduct, dotProduct_smul, smul_eq_mul, smul_eq_mul, ← mul_assoc, hc]
    have h : x ⬝ᵥ (H *ᵥ x) ≤ (c • y) ⬝ᵥ (H *ᵥ (c • y)) := hxmin hz
    rw [← hE, Matrix.mulVec_smul, smul_dotProduct, dotProduct_smul, smul_eq_mul,
      smul_eq_mul] at h
    have h2 := mul_le_mul_of_nonneg_right h hy.le
    linear_combination h2 + (y ⬝ᵥ (H *ᵥ y)) * hc
  refine ⟨E, x, fun h => by simp [h] at hx1, ?_, hmin⟩
  -- if the residual `d` were nonzero, `-d` would be a direction of descent
  by_contra hne
  obtain ⟨d, hd⟩ : ∃ d, d = H *ᵥ x - E • x := ⟨_, rfl⟩
  have hdpos : 0 < d ⬝ᵥ d := norm_pos (by rw [hd]; exact sub_ne_zero.mpr hne)
  have hD : d ⬝ᵥ d = d ⬝ᵥ (H *ᵥ x) - E * (d ⬝ᵥ x) := by
    calc d ⬝ᵥ d = d ⬝ᵥ (H *ᵥ x - E • x) := by rw [← hd]
      _ = _ := by rw [dotProduct_sub, dotProduct_smul, smul_eq_mul]
  have hsym : x ⬝ᵥ (H *ᵥ d) = d ⬝ᵥ (H *ᵥ x) := by
    rw [Matrix.dotProduct_mulVec, ← Matrix.mulVec_transpose, hH.eq, dotProduct_comm]
  obtain ⟨K, hK⟩ : ∃ K, K = d ⬝ᵥ (H *ᵥ d) - E * (d ⬝ᵥ d) := ⟨_, rfl⟩
  have hK0 : 0 ≤ K := by linarith [hmin d]
  have ht : ∀ t : ℝ, 0 ≤ 2 * t * (d ⬝ᵥ d) + t ^ 2 * K := by
    intro t
    have h := hmin (x + t • d)
    simp only [Matrix.mulVec_add, Matrix.mulVec_smul, dotProduct_add, add_dotProduct,
      smul_dotProduct, dotProduct_smul, smul_eq_mul] at h
    rw [hsym, hx1, dotProduct_comm x d, ← hE] at h
    rw [hK]
    linear_combination h - 2 * t * hD
  obtain ⟨u, hu⟩ : ∃ u, u = (d ⬝ᵥ d) / (K + 1) := ⟨_, rfl⟩
  have hu0 : 0 < u := by rw [hu]; positivity
  have huK : u * (K + 1) = d ⬝ᵥ d := by
    rw [hu]; exact div_mul_cancel₀ _ (by positivity)
  have h1 : u * u * K = u * (d ⬝ᵥ d) - u * u := by linear_combination u * huK
  nlinarith [ht (-u), mul_pos hu0 hdpos, mul_pos hu0 hu0]
```

The bound then identifies this eigenvalue with `lowestLevel`.

```lean
/-- For a real symmetric Hamiltonian on a nonempty grid, `lowestLevel` is the least
eigenvalue, and it obeys the variational principle. -/
theorem lowestLevel_spec [Nonempty n] {H : Matrix n n ℝ} (hH : H.IsSymm) :
    IsLeast (levels H) (lowestLevel H) ∧
      ∀ y : n → ℝ, lowestLevel H * (y ⬝ᵥ y) ≤ y ⬝ᵥ (H *ᵥ y) := by
  obtain ⟨E, x, hx, hEx, hmin⟩ := exists_ground_state hH
  have hl : IsLeast (levels H) E := by
    refine ⟨⟨x, hx, hEx⟩, ?_⟩
    rintro μ ⟨y, hy, hμ⟩
    have h := hmin y
    rw [hμ, dotProduct_smul, smul_eq_mul] at h
    exact le_of_mul_le_mul_right h (norm_pos hy)
  have he : lowestLevel H = E := hl.csInf_eq
  rw [he]
  exact ⟨hl, hmin⟩

/-- The energy expectation value splits into that of `H` and that of a local potential. -/
theorem energy_add_local (H : Matrix n n ℝ) (u x : n → ℝ) :
    x ⬝ᵥ ((H + Matrix.diagonal u) *ᵥ x) = x ⬝ᵥ (H *ᵥ x) + ∑ i, u i * x i ^ 2 := by
  have h : x ⬝ᵥ (Matrix.diagonal u *ᵥ x) = ∑ i, u i * x i ^ 2 := by
    simp only [dotProduct]
    refine Finset.sum_congr rfl fun i _ => ?_
    rw [Matrix.mulVec_diagonal]
    ring
  rw [Matrix.add_mulVec, dotProduct_add, h]
```

Here the eigenvector `x` is not normalised, so the inequality carries a factor $x\cdot x$, which `le_of_mul_le_mul_right` cancels.

```lean
/-- If one local potential exceeds another by at least `c` at every point of a nonempty
grid, the lowest level of a real symmetric Hamiltonian is higher by at least `c`. -/
theorem lowestLevel_shift [Nonempty n] {H0 : Matrix n n ℝ} (hH : H0.IsSymm)
    {u v : n → ℝ} {c : ℝ} (h : ∀ i, u i + c ≤ v i) :
    lowestLevel (H0 + Matrix.diagonal u) + c ≤ lowestLevel (H0 + Matrix.diagonal v) := by
  -- use a ground state for the potential `v` as trial function for `u`
  obtain ⟨x, hx, hEx⟩ := (lowestLevel_spec (hH.add (Matrix.isSymm_diagonal v))).1.1
  have h1 := (lowestLevel_spec (hH.add (Matrix.isSymm_diagonal u))).2 x
  have h2 := energy_add_local H0 v x
  rw [hEx, dotProduct_smul, smul_eq_mul] at h2
  rw [energy_add_local] at h1
  have h3 : ∑ i, u i * x i ^ 2 + c * (x ⬝ᵥ x) ≤ ∑ i, v i * x i ^ 2 := by
    simp only [dotProduct]
    rw [Finset.mul_sum, ← Finset.sum_add_distrib]
    refine Finset.sum_le_sum fun i _ => ?_
    nlinarith [mul_le_mul_of_nonneg_right (h i) (sq_nonneg (x i))]
  refine le_of_mul_le_mul_right ?_ (norm_pos hx)
  linarith [add_mul (lowestLevel (H0 + Matrix.diagonal u)) c (x ⬝ᵥ x)]
```

`Finite.exists_min` finds the smallest gap between the potentials.

```lean
/-- A local potential that is strictly higher at every point of a nonempty grid gives a
real symmetric Hamiltonian a strictly higher lowest level. -/
theorem lowestLevel_strict [Nonempty n] {H0 : Matrix n n ℝ} (hH : H0.IsSymm)
    {u v : n → ℝ} (h : ∀ i, u i < v i) :
    lowestLevel (H0 + Matrix.diagonal u) < lowestLevel (H0 + Matrix.diagonal v) := by
  obtain ⟨k, hk⟩ := Finite.exists_min (fun i => v i - u i)
  have h1 : ∀ i, u i + (v k - u k) ≤ v i := fun i => by linarith [hk i]
  linarith [lowestLevel_shift hH h1, h k]
```

## One amplitude for each exponent

The four parts are continuity, strict monotonicity and the two limits. Each applies the comparison to a pointwise inequality `h1`.

```lean
/-- For a real symmetric `H0` on a nonempty grid and `a > 0`, the lowest level is continuous
and strictly increasing in the Gaussian amplitude, and unbounded in both directions. -/
theorem lowestLevel_amplitude [Nonempty n] {H0 : Matrix n n ℝ} (hH : H0.IsSymm)
    (r : n → ℝ) {a : ℝ} (ha : 0 < a) :
    Continuous (fun A => lowestLevel (pseudoH H0 r a A)) ∧
    StrictMono (fun A => lowestLevel (pseudoH H0 r a A)) ∧
    Tendsto (fun A => lowestLevel (pseudoH H0 r a A)) atTop atTop ∧
    Tendsto (fun A => lowestLevel (pseudoH H0 r a A)) atBot atBot := by
  have hw1 : ∀ i, Real.exp (-a * r i ^ 2) ≤ 1 := fun i =>
    Real.exp_le_one_iff.mpr (by nlinarith [mul_nonneg ha.le (sq_nonneg (r i))])
  have h0 : H0 + Matrix.diagonal (fun _ : n => (0 : ℝ)) = H0 := by simp
  obtain ⟨k, hk⟩ := Finite.exists_min (fun i => Real.exp (-a * r i ^ 2))
  have hm := Real.exp_pos (-a * r k ^ 2)
  refine ⟨?_, ?_, ?_, ?_⟩
  · -- the Gaussian is at most one, so the level moves no faster than the amplitude
    have hl : ∀ A B, lowestLevel (pseudoH H0 r a A) - lowestLevel (pseudoH H0 r a B)
        ≤ |A - B| := by
      intro A B
      have h1 : ∀ i, A * Real.exp (-a * r i ^ 2) + -|A - B|
          ≤ B * Real.exp (-a * r i ^ 2) := fun i => by
        nlinarith [mul_nonneg (sub_nonneg.2 (le_abs_self (A - B)))
          (Real.exp_pos (-a * r i ^ 2)).le,
          mul_nonneg (abs_nonneg (A - B)) (sub_nonneg.2 (hw1 i))]
      have h2 : lowestLevel (pseudoH H0 r a A) + -|A - B|
          ≤ lowestLevel (pseudoH H0 r a B) := lowestLevel_shift hH h1
      linarith
    refine (LipschitzWith.of_dist_le_mul (K := 1) fun A B => ?_).continuous
    rw [NNReal.coe_one, one_mul, Real.dist_eq, Real.dist_eq]
    exact abs_le.mpr ⟨by linarith [hl B A, abs_sub_comm A B], hl A B⟩
  · intro A B hAB
    have h1 : ∀ i, A * Real.exp (-a * r i ^ 2) < B * Real.exp (-a * r i ^ 2) :=
      fun i => mul_lt_mul_of_pos_right hAB (Real.exp_pos _)
    exact lowestLevel_strict hH h1
  · refine tendsto_atTop.2 fun b => ?_
    filter_upwards [eventually_ge_atTop (0 : ℝ),
      eventually_ge_atTop ((b - lowestLevel H0) / Real.exp (-a * r k ^ 2))] with A hA hb
    have h1 : ∀ i, (0 : ℝ) + A * Real.exp (-a * r k ^ 2) ≤ A * Real.exp (-a * r i ^ 2) :=
      fun i => by linarith [mul_le_mul_of_nonneg_left (hk i) hA]
    have h2 : lowestLevel (H0 + Matrix.diagonal (fun _ : n => (0 : ℝ)))
        + A * Real.exp (-a * r k ^ 2) ≤ lowestLevel (pseudoH H0 r a A) :=
      lowestLevel_shift hH h1
    rw [h0] at h2
    linarith [(div_le_iff₀ hm).mp hb]
  · refine tendsto_atBot.2 fun b => ?_
    filter_upwards [eventually_le_atBot (0 : ℝ),
      eventually_le_atBot ((b - lowestLevel H0) / Real.exp (-a * r k ^ 2))] with A hA hb
    have h1 : ∀ i, A * Real.exp (-a * r i ^ 2) + -(A * Real.exp (-a * r k ^ 2)) ≤ (0 : ℝ) :=
      fun i => by nlinarith [mul_nonneg (neg_nonneg.2 hA) (sub_nonneg.2 (hk i))]
    have h2 : lowestLevel (pseudoH H0 r a A) + -(A * Real.exp (-a * r k ^ 2))
        ≤ lowestLevel (H0 + Matrix.diagonal (fun _ : n => (0 : ℝ))) :=
      lowestLevel_shift hH h1
    rw [h0] at h2
    linarith [(le_div_iff₀ hm).mp hb]
```

The existence step uses Mathlib's `Continuous.surjective`, a form of the intermediate value theorem for the whole line. It takes a continuous function with limits `atTop atTop` and `atBot atBot` and returns surjectivity, so no bracketing interval has to be constructed. Applied to `E`, it yields the amplitude; `hmono.injective` gives uniqueness.

The statement itself uses `IsLeast`: `E` is an eigenvalue and no eigenvalue lies below it.

```lean
/-- For a real symmetric `H0` on a nonempty grid, every exponent `a > 0` and every target
energy `E`, exactly one Gaussian amplitude makes `E` the lowest eigenvalue. -/
theorem existsUnique_energy_consistent_amplitude [Nonempty n] {H0 : Matrix n n ℝ}
    (hH : H0.IsSymm) (r : n → ℝ) {a : ℝ} (ha : 0 < a) (E : ℝ) :
    ∃! A : ℝ, IsLeast (levels (pseudoH H0 r a A)) E := by
  obtain ⟨hc, hmono, htop, hbot⟩ := lowestLevel_amplitude hH r ha
  obtain ⟨A, hA⟩ := hc.surjective htop hbot E
  have hA' : lowestLevel (pseudoH H0 r a A) = E := hA
  have hl : IsLeast (levels (pseudoH H0 r a A)) (lowestLevel (pseudoH H0 r a A)) :=
    (lowestLevel_spec (hH.add (Matrix.isSymm_diagonal _))).1
  rw [hA'] at hl
  refine ⟨A, hl, fun B hB => hmono.injective ?_⟩
  have hB' : lowestLevel (pseudoH H0 r a B) = E := IsLeast.csInf_eq hB
  exact hB'.trans hA'.symm
```

The ordering theorem assumes two fits and compares them; it does not need positive exponents. If every grid point were at the origin, the exponent would have no effect and the amplitudes would coincide.

```lean
/-- Let two Gaussians with exponents `a < b` both fit a target energy above the lowest level
of a real symmetric `H0`, on a nonempty grid without a point at the origin. Then both
amplitudes are positive, and the Gaussian with exponent `b` has the larger one. -/
theorem amplitude_increases_with_exponent [Nonempty n] {H0 : Matrix n n ℝ}
    (hH : H0.IsSymm) {r : n → ℝ} (hr : ∀ i, r i ≠ 0) {a b A B E : ℝ} (hab : a < b)
    (hE : lowestLevel H0 < E) (hA : IsLeast (levels (pseudoH H0 r a A)) E)
    (hB : IsLeast (levels (pseudoH H0 r b B)) E) : 0 < A ∧ A < B := by
  have hA' : lowestLevel (pseudoH H0 r a A) = E := hA.csInf_eq
  have hB' : lowestLevel (pseudoH H0 r b B) = E := hB.csInf_eq
  have h0 : H0 + Matrix.diagonal (fun _ : n => (0 : ℝ)) = H0 := by simp
  -- a non-positive amplitude cannot raise the level
  have hpos : 0 < A := by
    by_contra hn
    have h1 : ∀ i, A * Real.exp (-a * r i ^ 2) + 0 ≤ (0 : ℝ) := fun i => by
      nlinarith [mul_nonneg (neg_nonneg.2 (not_lt.mp hn)) (Real.exp_pos (-a * r i ^ 2)).le]
    have h2 : lowestLevel (pseudoH H0 r a A) + 0
        ≤ lowestLevel (H0 + Matrix.diagonal (fun _ : n => (0 : ℝ))) :=
      lowestLevel_shift hH h1
    rw [h0] at h2
    linarith
  refine ⟨hpos, ?_⟩
  -- otherwise the potential with exponent `b` would be lower at every grid point
  by_contra hn
  have h1 : ∀ i, B * Real.exp (-b * r i ^ 2) < A * Real.exp (-a * r i ^ 2) := fun i => by
    have hr2 : 0 < r i ^ 2 := pow_pos (abs_pos.mpr (hr i)) 2 |>.trans_eq (sq_abs (r i))
    have hw : Real.exp (-b * r i ^ 2) < Real.exp (-a * r i ^ 2) :=
      Real.exp_lt_exp.mpr (mul_lt_mul_of_pos_right (neg_lt_neg hab) hr2)
    nlinarith [mul_nonneg (sub_nonneg.2 (not_lt.mp hn)) (Real.exp_pos (-b * r i ^ 2)).le,
      mul_pos hpos (sub_pos.2 hw)]
  have h2 : lowestLevel (pseudoH H0 r b B) < lowestLevel (pseudoH H0 r a A) :=
    lowestLevel_strict hH h1
  linarith

end

end EnergyConsistentPotential
```

```lean
#print axioms EnergyConsistentPotential.existsUnique_energy_consistent_amplitude
#print axioms EnergyConsistentPotential.amplitude_increases_with_exponent
```

```
'EnergyConsistentPotential.existsUnique_energy_consistent_amplitude' depends on axioms: [propext, Classical.choice, Quot.sound]
'EnergyConsistentPotential.amplitude_increases_with_exponent' depends on axioms: [propext, Classical.choice, Quot.sound]
```

Energy-consistent pseudopotentials in electronic structure are usually fitted to several many-electron energies, often with separate terms for each angular momentum. The theorems treat a single level of a finite one-particle matrix, and say nothing about excited levels, wavefunctions or the continuum limit.
